# For U ≠ −1 in SU(2), (1 + U)/√(2 + tr U) is a square root of U in SU(2)

A pulse rotates a spin-1/2, and I know its effect only as a 2 × 2 matrix U, unitary with determinant 1. I want the rotation that gives U when applied twice, say to insert something halfway through. I could extract the axis and the angle and halve the angle, but there seems to be a formula that needs neither:

V = (1 + U)/√(2 + tr U)

It should work for every such U except −1, the rotation by 2π. Is the number under the root always real and positive, is V again a spin rotation, and is it the one with half the angle? I would like to see this derived rigorously and checked by machine, in Lean 4 with Mathlib.

## Cayley–Hamilton supplies the root

Yes, with one restriction on the last point: V has half the angle if U is written as a rotation by θ with |θ| < 2π. For a single spin-1/2, the formula therefore gives the half-angle rotation without diagonalising U. This is the evolution over the first half of the pulse when the Hamiltonian is a constant multiple of n·σ, with a fixed axis n, and the total angle satisfies |θ| < 2π. For a pulse whose axis changes in time, V still squares to U, but it is in general not the evolution up to the midpoint.

Write t = tr U, and let U have rows (a, b) and (c, d), with ad − bc = 1. The diagonal entries of U² are a² + bc = (a + d)a − 1 and d² + bc = (a + d)d − 1. The off-diagonal ones are (a + d)b and (a + d)c. Hence

U² = tU − 1.

This says U(t − U) = 1. Multiplying from the left by U† and using U†U = 1 gives U† = t − U, so

(1 + U)†(1 + U) = 1 + U + U† + U†U = 2 + t,

where the right-hand side multiplies the identity matrix. With rows and columns numbered 0 and 1, the diagonal entry j of this equation reads

|(1 + U)₀ⱼ|² + |(1 + U)₁ⱼ|² = 2 + t.

The left side is real and non-negative, so t is real and t ≥ −2. If t were −2, every entry of 1 + U would vanish and U would be −1. For U ≠ −1 we therefore have t > −2, and r = 1/√(2 + t) is a positive real number with r²(2 + t) = 1.

Now put V = r(1 + U). Three short calculations show that it is a square root in SU(2):

V†V = r²(2 + t) = 1

det V = r²[(1 + a)(1 + d) − bc] = r²(2 + t) = 1

V² = r²(1 + 2U + U²) = r²(2 + t)U = U

**Other roots of determinant 1.** Suppose W² = U and det W = 1, and let w = tr W. Cayley–Hamilton for W gives U = wW − 1, so 1 + U = wW. Taking the trace gives 2 + t = w². Then V = rwW with (rw)² = r²(2 + t) = 1, so rw = ±1 and W = ±V.

For the excluded matrix, W² = −1 with det W = 1 means wW = 0. The trace gives w² = 0, so W is traceless; conversely, w = 0 gives W² = −1 at once. Physically, a rotation by π about any axis, done twice, gives −1, so no axis is singled out.

**Half the angle.** Let n be a real vector, σ the vector of Pauli matrices, and

R(θ) = cos(θ/2) − i sin(θ/2) n·σ.

Since n·σ is traceless, tr R(θ) = 2 cos(θ/2), and 2 + tr R(θ) = 4 cos²(θ/4). The identities 1 + cos(θ/2) = 2 cos²(θ/4) and sin(θ/2) = 2 sin(θ/4) cos(θ/4) give

1 + R(θ) = 2 cos(θ/4) R(θ/2).

For |θ| < 2π the cosine is positive, so the square root of 4 cos²(θ/4) is 2 cos(θ/4). It cancels the prefactor, and the formula returns R(θ/2).

Here is the complete Lean file.

```lean
import Mathlib

open Matrix

namespace SpinRotationSquareRoot

noncomputable section

/-- The normalisation factor `1 / √(2 + tr U)`, written with the real part of the trace. -/
def rootScale (U : Matrix (Fin 2) (Fin 2) ℂ) : ℝ := (√(2 + U.trace.re))⁻¹

/-- The matrix `(1 + U) / √(2 + tr U)`, with the real part of the trace under the root. -/
def spinRoot (U : Matrix (Fin 2) (Fin 2) ℂ) : Matrix (Fin 2) (Fin 2) ℂ :=
  (rootScale U : ℂ) • (1 + U)

/-- The Pauli matrix `n·σ` along a real vector `n`. -/
def pauliAlong (n : Fin 3 → ℝ) : Matrix (Fin 2) (Fin 2) ℂ :=
  !![(n 2 : ℂ), n 0 - Complex.I * n 1; n 0 + Complex.I * n 1, -(n 2 : ℂ)]

/-- The matrix `cos(θ/2) - i sin(θ/2) n·σ` for a real vector `n` of any length. -/
def spinRotation (n : Fin 3 → ℝ) (θ : ℝ) : Matrix (Fin 2) (Fin 2) ℂ :=
  (Real.cos (θ / 2) : ℂ) • (1 : Matrix (Fin 2) (Fin 2) ℂ)
    - (Complex.I * (Real.sin (θ / 2) : ℂ)) • pauliAlong n

/-- The Cayley-Hamilton relation for a 2 by 2 matrix of determinant 1. -/
theorem sq_of_det_one (M : Matrix (Fin 2) (Fin 2) ℂ) (h : M.det = 1) :
    M * M = M.trace • M - 1 := by
  rw [Matrix.det_fin_two] at h
  ext i j
  fin_cases i <;> fin_cases j <;>
    simp [Matrix.mul_apply, Fin.sum_univ_two, Matrix.trace_fin_two] <;>
    first
      | linear_combination -h
      | linear_combination (0 : ℂ) * h

/-- For `U` in SU(2), `(1 + U)† (1 + U) = (2 + tr U) 1`. -/
theorem star_one_add_mul_self (U : Matrix (Fin 2) (Fin 2) ℂ)
    (hU : U ∈ Matrix.unitaryGroup (Fin 2) ℂ) (hd : U.det = 1) :
    star (1 + U) * (1 + U) = (2 + U.trace) • (1 : Matrix (Fin 2) (Fin 2) ℂ) := by
  have h1 : star U * U = 1 := Matrix.mem_unitaryGroup_iff'.mp hU
  -- Cayley-Hamilton identifies the inverse of `U` as `tr U - U`.
  have h2 : U * (U.trace • (1 : Matrix (Fin 2) (Fin 2) ℂ) - U) = 1 := by
    rw [mul_sub, mul_smul_comm, mul_one, sq_of_det_one U hd]
    abel
  have h3 : star U = U.trace • (1 : Matrix (Fin 2) (Fin 2) ℂ) - U := by
    calc star U = star U * (U * (U.trace • (1 : Matrix (Fin 2) (Fin 2) ℂ) - U)) := by
          rw [h2, mul_one]
      _ = U.trace • (1 : Matrix (Fin 2) (Fin 2) ℂ) - U := by
          rw [← mul_assoc, h1, one_mul]
  calc star (1 + U) * (1 + U) = 1 + U + star U + star U * U := by
        rw [star_add, star_one]
        noncomm_ring
    _ = (2 + U.trace) • (1 : Matrix (Fin 2) (Fin 2) ℂ) := by
        rw [h1, h3]
        module

/-- The trace of an SU(2) matrix other than `-1` is real and greater than `-2`. -/
theorem trace_real_and_gt (U : Matrix (Fin 2) (Fin 2) ℂ)
    (hU : U ∈ Matrix.unitaryGroup (Fin 2) ℂ) (hd : U.det = 1) (hne : U ≠ -1) :
    U.trace.im = 0 ∧ -2 < U.trace.re := by
  -- If `M† M = c 1`, each column of `M` has squared length `c`.
  have key : ∀ (M : Matrix (Fin 2) (Fin 2) ℂ) (c : ℂ),
      star M * M = c • (1 : Matrix (Fin 2) (Fin 2) ℂ) → ∀ j,
      ((Complex.normSq (M 0 j) + Complex.normSq (M 1 j) : ℝ) : ℂ) = c := by
    intro M c h j
    have e := congrFun (congrFun h j) j
    rw [Matrix.mul_apply, Fin.sum_univ_two] at e
    simp only [Matrix.star_apply, Matrix.smul_apply, Matrix.one_apply_eq, smul_eq_mul,
      mul_one] at e
    rw [← e, Complex.ofReal_add]
    exact congrArg₂ (· + ·) Complex.normSq_eq_conj_mul_self Complex.normSq_eq_conj_mul_self
  have col := key (1 + U) (2 + U.trace) (star_one_add_mul_self U hU hd)
  constructor
  · have h := congrArg Complex.im (col 0)
    rw [Complex.ofReal_im, Complex.add_im] at h
    simpa using h.symm
  · by_contra hle
    apply hne
    have hz : 1 + U = 0 := by
      ext i j
      have h := congrArg Complex.re (col j)
      have h2 : (2 + U.trace).re = 2 + U.trace.re := by simp
      rw [Complex.ofReal_re, h2] at h
      have a := Complex.normSq_nonneg ((1 + U) 0 j)
      have b := Complex.normSq_nonneg ((1 + U) 1 j)
      have e0 : (1 + U) 0 j = 0 := Complex.normSq_eq_zero.mp (by linarith)
      have e1 : (1 + U) 1 j = 0 := Complex.normSq_eq_zero.mp (by linarith)
      fin_cases i
      exacts [e0, e1]
    exact eq_neg_of_add_eq_zero_right hz

/-- For an SU(2) matrix `U ≠ -1`, the square of the normalisation factor times `2 + tr U` is 1. -/
theorem rootScale_sq (U : Matrix (Fin 2) (Fin 2) ℂ)
    (hU : U ∈ Matrix.unitaryGroup (Fin 2) ℂ) (hd : U.det = 1) (hne : U ≠ -1) :
    (rootScale U : ℂ) * (rootScale U : ℂ) * (2 + U.trace) = 1 := by
  obtain ⟨him, hre⟩ := trace_real_and_gt U hU hd hne
  have hpos : 0 < 2 + U.trace.re := by linarith
  have hr : rootScale U * rootScale U * (2 + U.trace.re) = 1 := by
    rw [rootScale, ← mul_inv, Real.mul_self_sqrt hpos.le]
    exact inv_mul_cancel₀ hpos.ne'
  have ht : 2 + U.trace = ((2 + U.trace.re : ℝ) : ℂ) :=
    Complex.ext (by simp) (by simp [him])
  rw [ht, ← Complex.ofReal_mul, ← Complex.ofReal_mul, hr, Complex.ofReal_one]

/-- For every SU(2) matrix `U ≠ -1`, the matrix `(1 + U) / √(2 + tr U)` is unitary, has
determinant 1 and squares to `U`. -/
theorem spinRoot_spec (U : Matrix (Fin 2) (Fin 2) ℂ)
    (hU : U ∈ Matrix.unitaryGroup (Fin 2) ℂ) (hd : U.det = 1) (hne : U ≠ -1) :
    spinRoot U ∈ Matrix.unitaryGroup (Fin 2) ℂ ∧ (spinRoot U).det = 1 ∧
      spinRoot U * spinRoot U = U := by
  have hk := rootScale_sq U hU hd hne
  refine ⟨?_, ?_, ?_⟩
  · have hs : star (rootScale U : ℂ) = (rootScale U : ℂ) := Complex.conj_ofReal _
    rw [Matrix.mem_unitaryGroup_iff', spinRoot, star_smul, hs, smul_mul_assoc,
      mul_smul_comm, star_one_add_mul_self U hU hd, smul_smul, smul_smul, hk,
      one_smul]
  · have h1 : (1 + U).det = 2 + U.trace := by
      rw [Matrix.det_fin_two] at hd
      simp [Matrix.det_fin_two, Matrix.trace_fin_two]
      linear_combination hd
    rw [spinRoot, Matrix.det_smul, Fintype.card_fin, h1]
    linear_combination hk
  · -- Cayley-Hamilton turns `(1 + U)²` into a multiple of `U`.
    have h2 : (1 + U) * (1 + U) = (2 + U.trace) • U := by
      calc (1 + U) * (1 + U) = 1 + U + U + U * U := by noncomm_ring
        _ = (2 + U.trace) • U := by
          rw [sq_of_det_one U hd]
          module
    rw [spinRoot, smul_mul_assoc, mul_smul_comm, h2, smul_smul, smul_smul, hk,
      one_smul]

/-- Among matrices of determinant 1, the square roots of an SU(2) matrix `U ≠ -1` are exactly
the closed-form root and its negative. -/
theorem sq_eq_iff (U W : Matrix (Fin 2) (Fin 2) ℂ)
    (hU : U ∈ Matrix.unitaryGroup (Fin 2) ℂ) (hd : U.det = 1) (hne : U ≠ -1)
    (hW : W.det = 1) : W * W = U ↔ W = spinRoot U ∨ W = -spinRoot U := by
  have hV := (spinRoot_spec U hU hd hne).2.2
  constructor
  · intro h
    have hk := rootScale_sq U hU hd hne
    have h1 : 1 + U = W.trace • W := by
      rw [← h, sq_of_det_one W hW]
      abel
    have htr : 2 + U.trace = W.trace * W.trace := by
      have e := congrArg Matrix.trace h1
      rw [Matrix.trace_add, Matrix.trace_one, Matrix.trace_smul, smul_eq_mul] at e
      simpa only [Fintype.card_fin, Nat.cast_ofNat] using e
    have hr : spinRoot U = ((rootScale U : ℂ) * W.trace) • W := by
      rw [spinRoot, h1, smul_smul]
    -- The proportionality factor squares to one.
    have hs : ((rootScale U : ℂ) * W.trace) * ((rootScale U : ℂ) * W.trace) = 1 := by
      linear_combination hk - (rootScale U : ℂ) * (rootScale U : ℂ) * htr
    rcases mul_self_eq_one_iff.mp hs with h2 | h2
    · left
      rw [hr, h2, one_smul]
    · right
      rw [hr, h2, neg_smul, one_smul, neg_neg]
  · rintro (h | h)
    · rw [h, hV]
    · rw [h, neg_mul_neg, hV]

/-- A 2 by 2 complex matrix of determinant 1 squares to `-1` exactly when it is traceless. -/
theorem sq_eq_neg_one_iff (W : Matrix (Fin 2) (Fin 2) ℂ) (hW : W.det = 1) :
    W * W = -1 ↔ W.trace = 0 := by
  constructor
  · intro h
    have e := congrArg Matrix.trace ((sq_of_det_one W hW).symm.trans h)
    rw [Matrix.trace_sub, Matrix.trace_smul, Matrix.trace_neg, Matrix.trace_one,
      smul_eq_mul] at e
    exact mul_self_eq_zero.mp (by linear_combination e)
  · intro h
    rw [sq_of_det_one W hW, h, zero_smul, zero_sub]

/-- The trace of `spinRotation n θ` is `2 cos(θ/2)`, for any real vector `n`. -/
theorem spinRotation_trace (n : Fin 3 → ℝ) (θ : ℝ) :
    (spinRotation n θ).trace = ((2 * Real.cos (θ / 2) : ℝ) : ℂ) := by
  have h : (pauliAlong n).trace = 0 := by simp [pauliAlong, Matrix.trace_fin_two]
  rw [spinRotation, Matrix.trace_sub, Matrix.trace_smul, Matrix.trace_smul, h,
    Matrix.trace_one]
  simp only [Fintype.card_fin, smul_eq_mul, Nat.cast_ofNat, Complex.ofReal_mul,
    Complex.ofReal_ofNat]
  ring

/-- For `|θ| < 2π` and any real vector `n`, `spinRoot` takes `spinRotation n θ` to `spinRotation n
(θ / 2)`. -/
theorem spinRoot_spinRotation (n : Fin 3 → ℝ) (θ : ℝ) (hθ : |θ| < 2 * Real.pi) :
    spinRoot (spinRotation n θ) = spinRotation n (θ / 2) := by
  obtain ⟨hl, hr⟩ := abs_lt.mp hθ
  have hpos : 0 < Real.cos (θ / 2 / 2) :=
    Real.cos_pos_of_mem_Ioo ⟨by linarith, by linarith⟩
  have hc := Real.cos_two_mul (θ / 2 / 2)
  have hs := Real.sin_two_mul (θ / 2 / 2)
  rw [show 2 * (θ / 2 / 2) = θ / 2 by ring] at hc hs
  have hk : rootScale (spinRotation n θ) = (2 * Real.cos (θ / 2 / 2))⁻¹ := by
    rw [rootScale, spinRotation_trace, Complex.ofReal_re, hc,
      show 2 + 2 * (2 * Real.cos (θ / 2 / 2) ^ 2 - 1) = (2 * Real.cos (θ / 2 / 2)) ^ 2 by ring,
      Real.sqrt_sq (by positivity)]
  -- Half-angle identities factor `1 + spinRotation n θ`.
  have hf : 1 + spinRotation n θ =
      ((2 * Real.cos (θ / 2 / 2) : ℝ) : ℂ) • spinRotation n (θ / 2) := by
    rw [spinRotation, spinRotation, hc, hs]
    simp only [Complex.ofReal_sub, Complex.ofReal_mul, Complex.ofReal_pow,
      Complex.ofReal_one, Complex.ofReal_ofNat]
    module
  rw [spinRoot, hf, hk, smul_smul, ← Complex.ofReal_mul,
    inv_mul_cancel₀ (by positivity), Complex.ofReal_one, one_smul]

end

end SpinRotationSquareRoot
```

```lean
#print axioms SpinRotationSquareRoot.sq_eq_iff
#print axioms SpinRotationSquareRoot.sq_eq_neg_one_iff
#print axioms SpinRotationSquareRoot.spinRoot_spinRotation
```

```
'SpinRotationSquareRoot.sq_eq_iff' depends on axioms: [propext, Classical.choice, Quot.sound]
'SpinRotationSquareRoot.sq_eq_neg_one_iff' depends on axioms: [propext, Classical.choice, Quot.sound]
'SpinRotationSquareRoot.spinRoot_spinRotation' depends on axioms: [propext, Classical.choice, Quot.sound]
```

## The Lean statements in terms of spins

The matrix U has type `Matrix (Fin 2) (Fin 2) ℂ`. Membership in SU(2) is expressed by two hypotheses, `U ∈ Matrix.unitaryGroup (Fin 2) ℂ` and `U.det = 1`; the exclusion of the 2π rotation is `U ≠ -1`. The adjoint U† is `star U`.

The number r is `rootScale U`, and V is `spinRoot U`. The definition of `rootScale` uses the real part of the trace, because Lean's real square root needs a real argument. Nothing is lost by this: `trace_real_and_gt` proves that the imaginary part is zero and that the real part exceeds −2. The main theorem, `spinRoot_spec`, then states that V is unitary, has determinant 1 and satisfies V² = U.

In `sq_eq_iff`, the competing root W is assumed to have determinant 1 but not to be unitary, so ±V are the only roots even in this larger class. Roots of determinant −1 are left aside; σ_z, for instance, squares to 1. Likewise, `sq_eq_neg_one_iff` characterises all determinant-1 roots of −1, unitary or not.

`pauliAlong n` is n·σ in the usual representation, with `n 0`, `n 1` and `n 2` as the x, y and z components. `spinRotation n θ` is R(θ), with the convention that θ is the angle in space and θ/2 appears in the matrix. The vector n is not required to have unit length. The identity in `spinRoot_spinRotation` holds for any real n, but R(θ) is a physical rotation about n for every θ only when n is a unit vector.

The results concern exact 2 × 2 matrices. They cover neither higher spins nor rounding errors when U is close to −1.

## How the proof follows the algebra

`sq_of_det_one` is the Cayley–Hamilton step. It compares the four matrix entries, and `linear_combination` uses the determinant condition for the diagonal ones.

In `star_one_add_mul_self`, the intermediate fact `h2` is U(t − U) = 1 and `h3` is U† = t − U. Expanding the product and substituting `h3` leaves an identity between multiples of matrices, which `module` closes.

`trace_real_and_gt` first proves `key`, which turns a relation M†M = c·1 into the statement that each column of M has squared length c. The imaginary part of that equation shows that the trace is real. For the strict bound, the proof supposes that the trace is at most −2. Both squared moduli in each column must then vanish, so 1 + U = 0, against the hypothesis.

`rootScale_sq` records r²(2 + t) = 1 as an equation between complex numbers. Each of the three parts of `spinRoot_spec` ends with it: unitarity takes the product (1 + U)†(1 + U) from the earlier lemma, the determinant is expanded explicitly, and the square uses Cayley–Hamilton once more.

In `sq_eq_iff`, `h1` is 1 + U = wW, `htr` is 2 + t = w², and `hs` is (rw)² = 1. The lemma `mul_self_eq_one_iff` splits the last equation into the two signs. The converse only needs V² = U. The proof of `sq_eq_neg_one_iff` takes the trace of the Cayley–Hamilton relation in one direction and substitutes w = 0 in the other.

For the angle, `spinRotation_trace` computes 2 cos(θ/2). In `spinRoot_spinRotation`, `hpos` is the positivity of cos(θ/4), written there as `Real.cos (θ / 2 / 2)`. This is where |θ| < 2π enters: it lets `hk` evaluate the square root without an absolute value. The factorisation of 1 + R(θ) is `hf`, and the two cosine factors cancel in the final rewrite.
